# Second-harmonic tensors of classes 6mm, 32 and 422 have 3, 2 and 1 independent coefficients

Real tensors $d_{ijk}$ that are symmetric in $j,k$ and invariant under the generators of 6mm, 32 and 422 form spaces of dimension 3, 2 and 1. Full permutation symmetry lowers these dimensions to 2, 1 and 0.

## Frequency doubling in a crystal

A field $E$ at frequency $\omega$ induces a polarisation $P_i(2\omega)\propto\sum_{jk}d_{ijk}E_jE_k$. Both factors come from the same field, so $d_{ijk}=d_{ikj}$, which leaves 18 coefficients. Kleinman symmetry, the equality of $d_{ijk}$ under all index permutations, stands for negligible dispersion far from resonances.

## Invariant tensors and their coefficient matrices

A matrix $R$ acts by $d_{ijk}\mapsto\sum_{abc}R_{ia}R_{jb}R_{kc}d_{abc}$, which is `transform`. The subspace `invariants G` contains the $jk$-symmetric tensors fixed by every matrix in `G`; they are then fixed by all products of these matrices. The subspace `kleinman` imposes only $d_{ijk}=d_{jik}$, and gives Kleinman symmetry when intersected with `invariants G`.

Lean's indices 0, 1, 2 are $x,y,z$. The columns of a contracted matrix are $xx,yy,zz,yz,xz,xy$, and its entries are tensor components without factors of 2. With free real numbers $p_m$, the three classes have the matrices

$$\begin{pmatrix}0&0&0&0&p_0&0\\0&0&0&p_0&0&0\\p_1&p_1&p_2&0&0&0\end{pmatrix},\quad
\begin{pmatrix}p_0&-p_0&0&p_1&0&0\\0&0&0&0&-p_1&-p_0\\0&0&0&0&0&0\end{pmatrix},\quad
\begin{pmatrix}0&0&0&p_0&0&0\\0&0&0&0&-p_0&0\\0&0&0&0&0&0\end{pmatrix}.$$

The main rotation axis is $z$. Classes 32 and 422 have a twofold axis along $x$, and 6mm has the mirror $x\to-x$; other settings can rearrange the entries or change their signs. That a crystal's tensor is invariant under its point group is Neumann's principle, a physical input.

## Signs first, then the rotation about z

A diagonal generator multiplies each component by a sign, and components that change sign vanish. Write $c,s$ for the cosine and sine of the rotation angle.

**6mm.** The mirror and the twofold axis leave $d_{xxz},d_{yyz},d_{zxx},d_{zyy},d_{zzz}$. For the threefold rotation, $c=-\tfrac12$ and $s^2=\tfrac34$, so $d_{zxx}=\tfrac14d_{zxx}+\tfrac34d_{zyy}$. Hence $d_{zxx}=d_{zyy}$, and likewise $d_{xxz}=d_{yyz}$.

**32.** The twofold axis leaves eight coefficients. The threefold rotation gives

- $d_{xzz}=-\tfrac12d_{xzz}$, $d_{zxz}=-\tfrac12d_{zxz}$ and $d_{zxy}=-\tfrac12d_{zxy}$, so all three vanish;
- $d_{xyz}=\tfrac14d_{xyz}-\tfrac34d_{yxz}$, so $d_{yxz}=-d_{xyz}$;
- $3d_{xxx}=-d_{xyy}-2d_{yxy}$ and $3d_{xyy}=-d_{xxx}+2d_{yxy}$. Their sum gives $d_{xyy}=-d_{xxx}$, and then $d_{yxy}=-d_{xxx}$.

**422.** The same eight coefficients remain. With $c=0$, $s=1$, five are tied to components already zero: $d_{xzz}=-d_{yzz}$, $d_{zxz}=-d_{zyz}$, $d_{xxx}=-d_{yyy}$, $d_{xyy}=-d_{yxx}$, $d_{yxy}=-d_{xxy}$. Also $d_{zxy}=-d_{zxy}=0$, and $d_{xyz}=-d_{yxz}$ survives.

**Converse.** The nonzero entries pass the sign rules. For $a,b\in\{x,y\}$, the 6mm blocks $d_{abz}$ and $d_{zab}$ are multiples of $\delta_{ab}$, and $d_{abz}$ in 32 and 422 is a multiple of the antisymmetric symbol; rotations about $z$ preserve both, as they do $d_{zzz}$. The in-plane part of 32 is the cubic form $p_0\,\mathrm{Re}(x+iy)^3$, unchanged by a turn of $120^\circ$.

**Kleinman symmetry.** It adds $p_0=p_1$ for 6mm, $p_1=-p_1$ for 32 and $p_0=-p_0$ for 422.

## The Lean file

```lean
import Mathlib

open Matrix

namespace SecondHarmonicTensors

noncomputable section

/-- A real rank-3 tensor `d i j k` on three-dimensional space, with axes `x, y, z = 0, 1, 2`. -/
abbrev Tensor := Fin 3 → Fin 3 → Fin 3 → ℝ

/-- The tensor `d` after the matrix `R` has acted on each of its three indices. -/
def transform (R : Matrix (Fin 3) (Fin 3) ℝ) (d : Tensor) : Tensor :=
  fun i j k => ∑ a, ∑ b, ∑ c, R i a * R j b * R k c * d a b c

/-- The space of tensors symmetric in the last two indices and invariant under all
matrices in `G`. -/
def invariants (G : Set (Matrix (Fin 3) (Fin 3) ℝ)) : Submodule ℝ Tensor where
  carrier := {d | (∀ i j k, d i j k = d i k j) ∧ ∀ R ∈ G, transform R d = d}
  zero_mem' := ⟨fun _ _ _ => rfl, fun R _ => by funext i j k; simp [transform]⟩
  add_mem' := by
    rintro d e ⟨hd, hd'⟩ ⟨he, he'⟩
    refine ⟨fun i j k => congrArg₂ (· + ·) (hd i j k) (he i j k), fun R hR => ?_⟩
    have h : transform R (d + e) = transform R d + transform R e := by
      funext i j k
      simp only [transform, Pi.add_apply, mul_add, Finset.sum_add_distrib]
    rw [h, hd' R hR, he' R hR]
  smul_mem' := by
    rintro t d ⟨hd, hd'⟩
    refine ⟨fun i j k => congrArg (t * ·) (hd i j k), fun R hR => ?_⟩
    have h : transform R (t • d) = t • transform R d := by
      funext i j k
      simp only [transform, Pi.smul_apply, smul_eq_mul, Finset.mul_sum]
      exact Finset.sum_congr rfl fun _ _ => Finset.sum_congr rfl fun _ _ =>
        Finset.sum_congr rfl fun _ _ => by ring
    rw [h, hd' R hR]

/-- The space of tensors symmetric in the first two indices; together with symmetry in the
last two this is Kleinman symmetry. -/
def kleinman : Submodule ℝ Tensor where
  carrier := {d | ∀ i j k, d i j k = d j i k}
  zero_mem' := fun _ _ _ => rfl
  add_mem' := fun hd he i j k => congrArg₂ (· + ·) (hd i j k) (he i j k)
  smul_mem' := fun t _ hd i j k => congrArg (t * ·) (hd i j k)

/-- The rotation about `z` by the angle with cosine `c` and sine `s`. -/
def rotationZ (c s : ℝ) : Matrix (Fin 3) (Fin 3) ℝ := !![c, -s, 0; s, c, 0; 0, 0, 1]

/-- Generators of 6mm: threefold and twofold rotations about `z`, and the mirror `x → -x`. -/
def class6mm : Set (Matrix (Fin 3) (Fin 3) ℝ) :=
  {rotationZ (-1 / 2) (√3 / 2), diagonal ![-1, -1, 1], diagonal ![-1, 1, 1]}

/-- Generators of 32: a threefold rotation about `z` and a twofold rotation about `x`. -/
def class32 : Set (Matrix (Fin 3) (Fin 3) ℝ) :=
  {rotationZ (-1 / 2) (√3 / 2), diagonal ![1, -1, -1]}

/-- Generators of 422: a fourfold rotation about `z` and a twofold rotation about `x`. -/
def class422 : Set (Matrix (Fin 3) (Fin 3) ℝ) :=
  {rotationZ 0 1, diagonal ![1, -1, -1]}

/-- The contracted index of a pair of axes, in the order `xx, yy, zz, yz, xz, xy`. -/
def voigtIndex : Matrix (Fin 3) (Fin 3) (Fin 6) := !![0, 5, 4; 5, 1, 3; 4, 3, 2]

/-- The tensor with contracted 3 × 6 coefficient matrix `D`. -/
def ofVoigt (D : Matrix (Fin 3) (Fin 6) ℝ) : Tensor := fun i j k => D i (voigtIndex j k)

/-- The diagonal matrix with diagonal `e` multiplies the tensor component `d i j k` by
`e i * e j * e k`. -/
theorem transform_diagonal (e : Fin 3 → ℝ) (d : Tensor) (i j k : Fin 3) :
    transform (diagonal e) d i j k = e i * e j * e k * d i j k := by
  simp [transform, Matrix.diagonal_apply, ite_mul, mul_ite, Finset.sum_ite_eq]

/-- A component that changes sign under a diagonal symmetry of the tensor vanishes. -/
theorem zero_of_odd {e : Fin 3 → ℝ} {d : Tensor} (h : transform (diagonal e) d = d)
    (i j k : Fin 3) (ho : e i * e j * e k = -1) : d i j k = 0 := by
  have h1 := transform_diagonal e d i j k
  rw [h, ho] at h1
  linarith

/-- A twofold axis along `x` removes these ten coefficients. -/
theorem twofoldX_zeros {d : Tensor} (h : transform (diagonal ![1, -1, -1]) d = d) :
    d 0 0 2 = 0 ∧ d 0 0 1 = 0 ∧ d 1 0 0 = 0 ∧ d 1 1 1 = 0 ∧ d 1 2 2 = 0 ∧
    d 1 1 2 = 0 ∧ d 2 0 0 = 0 ∧ d 2 1 1 = 0 ∧ d 2 2 2 = 0 ∧ d 2 1 2 = 0 := by
  refine ⟨?_, ?_, ?_, ?_, ?_, ?_, ?_, ?_, ?_, ?_⟩ <;>
    exact zero_of_odd h _ _ _ (by simp)

/-- A tensor symmetric in its last two indices is given by eighteen contracted coefficients. -/
theorem eq_ofVoigt {d : Tensor} (hs : ∀ i j k, d i j k = d i k j) :
    d = ofVoigt !![d 0 0 0, d 0 1 1, d 0 2 2, d 0 1 2, d 0 0 2, d 0 0 1;
      d 1 0 0, d 1 1 1, d 1 2 2, d 1 1 2, d 1 0 2, d 1 0 1;
      d 2 0 0, d 2 1 1, d 2 2 2, d 2 1 2, d 2 0 2, d 2 0 1] := by
  funext i j k
  fin_cases i <;> fin_cases j <;> fin_cases k <;> first | rfl | exact hs _ _ _

/-- The tensors of class 6mm are those with `d_xxz = d_yyz`, `d_zxx = d_zyy` and `d_zzz` free
and all other contracted coefficients zero. -/
theorem mem_class6mm (d : Tensor) : d ∈ invariants class6mm ↔ ∃ p : Fin 3 → ℝ,
    d = ofVoigt !![0, 0, 0, 0, p 0, 0; 0, 0, 0, p 0, 0, 0; p 1, p 1, p 2, 0, 0, 0] := by
  have hq : ∀ x : ℝ, √3 / 2 * (√3 / 2) * x = 3 / 4 * x := fun x => by
    linear_combination (x / 4) * Real.mul_self_sqrt (show (0 : ℝ) ≤ 3 by norm_num)
  constructor
  · rintro ⟨hs, hG⟩
    have h3 : transform (rotationZ (-1 / 2) (√3 / 2)) d = d := hG _ (by simp [class6mm])
    have hc : transform (diagonal ![-1, -1, 1]) d = d := hG _ (by simp [class6mm])
    have hm : transform (diagonal ![-1, 1, 1]) d = d := hG _ (by simp [class6mm])
    have z1 : d 2 0 1 = 0 := zero_of_odd hm _ _ _ (by simp)
    have z2 : d 2 1 0 = 0 := zero_of_odd hm _ _ _ (by simp)
    have z3 : d 0 1 2 = 0 := zero_of_odd hm _ _ _ (by simp)
    have z4 : d 1 0 2 = 0 := zero_of_odd hm _ _ _ (by simp)
    -- the threefold axis makes x and y equivalent
    have e1 := congrFun (congrFun (congrFun h3 2) 0) 0
    have e2 := congrFun (congrFun (congrFun h3 0) 0) 2
    simp only [transform, Fin.sum_univ_three, rotationZ, Matrix.of_apply, Matrix.cons_val',
      Matrix.cons_val, Matrix.cons_val_zero, Matrix.cons_val_one, z1, z2, z3, z4,
      zero_mul, mul_zero, add_zero, zero_add] at e1 e2
    have r1 : d 2 1 1 = d 2 0 0 := by linarith [hq (d 2 1 1)]
    have r2 : d 1 1 2 = d 0 0 2 := by linarith [hq (d 1 1 2)]
    exact ⟨![d 0 0 2, d 2 0 0, d 2 2 2], (eq_ofVoigt hs).trans
      (by simp [zero_of_odd hm, zero_of_odd hc, r1, r2])⟩
  · rintro ⟨p, rfl⟩
    refine ⟨fun i j k => by fin_cases j <;> fin_cases k <;> rfl, fun R hR => ?_⟩
    simp only [class6mm, Set.mem_insert_iff, Set.mem_singleton_iff] at hR
    funext i j k
    rcases hR with rfl | rfl | rfl
    · fin_cases i <;> fin_cases j <;> fin_cases k <;>
        simp only [transform, Fin.sum_univ_three, rotationZ, ofVoigt, voigtIndex,
          Fin.zero_eta, Fin.mk_one, Fin.reduceFinMk, Matrix.of_apply, Matrix.cons_val',
          Matrix.cons_val, Matrix.cons_val_zero, Matrix.cons_val_one,
          zero_mul, mul_zero, add_zero, zero_add] <;>
        linarith [hq (p 0), hq (p 1)]
    all_goals
      rw [transform_diagonal]
      fin_cases i <;> fin_cases j <;> fin_cases k <;> simp [ofVoigt, voigtIndex]

/-- The tensors of class 32 are those with `d_xxx = -d_xyy = -d_yxy` and `d_xyz = -d_yxz` free
and all other contracted coefficients zero. -/
theorem mem_class32 (d : Tensor) : d ∈ invariants class32 ↔ ∃ p : Fin 2 → ℝ,
    d = ofVoigt !![p 0, -p 0, 0, p 1, 0, 0; 0, 0, 0, 0, -p 1, -p 0; 0, 0, 0, 0, 0, 0] := by
  have hq : ∀ x : ℝ, √3 / 2 * (√3 / 2) * x = 3 / 4 * x := fun x => by
    linear_combination (x / 4) * Real.mul_self_sqrt (show (0 : ℝ) ≤ 3 by norm_num)
  constructor
  · rintro ⟨hs, hG⟩
    have h3 : transform (rotationZ (-1 / 2) (√3 / 2)) d = d := hG _ (by simp [class32])
    have hz := twofoldX_zeros (hG _ (by simp [class32]))
    have s1 : ∀ i, d i 1 0 = d i 0 1 := fun i => hs i 1 0
    have s2 : ∀ i, d i 2 0 = d i 0 2 := fun i => hs i 2 0
    have s3 : ∀ i, d i 2 1 = d i 1 2 := fun i => hs i 2 1
    -- the threefold axis relates the eight remaining coefficients
    have e1 := congrFun (congrFun (congrFun h3 0) 2) 2
    have e2 := congrFun (congrFun (congrFun h3 2) 0) 2
    have e3 := congrFun (congrFun (congrFun h3 2) 0) 1
    have e4 := congrFun (congrFun (congrFun h3 0) 1) 2
    have e5 := congrFun (congrFun (congrFun h3 0) 0) 0
    have e6 := congrFun (congrFun (congrFun h3 0) 1) 1
    simp only [transform, Fin.sum_univ_three, rotationZ, Matrix.of_apply, Matrix.cons_val',
      Matrix.cons_val, Matrix.cons_val_zero, Matrix.cons_val_one, s1, s2, s3, hz,
      zero_mul, mul_zero, add_zero, zero_add] at e1 e2 e3 e4 e5 e6
    have r1 : d 0 2 2 = 0 := by linarith
    have r2 : d 2 0 2 = 0 := by linarith
    have r3 : d 2 0 1 = 0 := by linarith [hq (d 2 0 1)]
    have r4 : d 1 0 2 = -d 0 1 2 := by linarith [hq (d 1 0 2)]
    have r5 : d 0 1 1 = -d 0 0 0 := by
      linarith [hq (d 0 0 0), hq (d 0 1 1), hq (d 1 0 1)]
    have r6 : d 1 0 1 = -d 0 0 0 := by
      linarith [hq (d 0 0 0), hq (d 0 1 1), hq (d 1 0 1)]
    exact ⟨![d 0 0 0, d 0 1 2], (eq_ofVoigt hs).trans (by simp [hz, r1, r2, r3, r4, r5, r6])⟩
  · rintro ⟨p, rfl⟩
    refine ⟨fun i j k => by fin_cases j <;> fin_cases k <;> rfl, fun R hR => ?_⟩
    simp only [class32, Set.mem_insert_iff, Set.mem_singleton_iff] at hR
    funext i j k
    rcases hR with rfl | rfl
    · fin_cases i <;> fin_cases j <;> fin_cases k <;>
        simp only [transform, Fin.sum_univ_three, rotationZ, ofVoigt, voigtIndex,
          Fin.zero_eta, Fin.mk_one, Fin.reduceFinMk, Matrix.of_apply, Matrix.cons_val',
          Matrix.cons_val, Matrix.cons_val_zero, Matrix.cons_val_one,
          zero_mul, mul_zero, add_zero, zero_add] <;>
        linarith [hq (p 0), hq (p 1), hq (√3 * p 0)]
    · rw [transform_diagonal]
      fin_cases i <;> fin_cases j <;> fin_cases k <;> simp [ofVoigt, voigtIndex]

/-- The tensors of class 422 are those with `d_xyz = -d_yxz` free and all other contracted
coefficients zero. -/
theorem mem_class422 (d : Tensor) : d ∈ invariants class422 ↔ ∃ p : Fin 1 → ℝ,
    d = ofVoigt !![0, 0, 0, p 0, 0, 0; 0, 0, 0, 0, -p 0, 0; 0, 0, 0, 0, 0, 0] := by
  constructor
  · rintro ⟨hs, hG⟩
    have h4 : transform (rotationZ 0 1) d = d := hG _ (by simp [class422])
    have hz := twofoldX_zeros (hG _ (by simp [class422]))
    have s1 : ∀ i, d i 1 0 = d i 0 1 := fun i => hs i 1 0
    -- the fourfold axis exchanges x and y up to sign
    have e1 := congrFun (congrFun (congrFun h4 0) 2) 2
    have e2 := congrFun (congrFun (congrFun h4 2) 0) 2
    have e3 := congrFun (congrFun (congrFun h4 2) 0) 1
    have e4 := congrFun (congrFun (congrFun h4 0) 1) 2
    have e5 := congrFun (congrFun (congrFun h4 0) 0) 0
    have e6 := congrFun (congrFun (congrFun h4 0) 1) 1
    have e7 := congrFun (congrFun (congrFun h4 1) 0) 1
    simp only [transform, Fin.sum_univ_three, rotationZ, Matrix.of_apply, Matrix.cons_val',
      Matrix.cons_val, Matrix.cons_val_zero, Matrix.cons_val_one, s1, hz,
      zero_mul, mul_zero, add_zero, zero_add] at e1 e2 e3 e4 e5 e6 e7
    have r1 : d 0 2 2 = 0 := by linarith
    have r2 : d 2 0 2 = 0 := by linarith
    have r3 : d 2 0 1 = 0 := by linarith
    have r4 : d 1 0 2 = -d 0 1 2 := by linarith
    have r5 : d 0 0 0 = 0 := by linarith
    have r6 : d 0 1 1 = 0 := by linarith
    have r7 : d 1 0 1 = 0 := by linarith
    exact ⟨![d 0 1 2], (eq_ofVoigt hs).trans (by simp [hz, r1, r2, r3, r4, r5, r6, r7])⟩
  · rintro ⟨p, rfl⟩
    refine ⟨fun i j k => by fin_cases j <;> fin_cases k <;> rfl, fun R hR => ?_⟩
    simp only [class422, Set.mem_insert_iff, Set.mem_singleton_iff] at hR
    funext i j k
    rcases hR with rfl | rfl
    · fin_cases i <;> fin_cases j <;> fin_cases k <;>
        simp [transform, Fin.sum_univ_three, rotationZ, ofVoigt, voigtIndex]
    · rw [transform_diagonal]
      fin_cases i <;> fin_cases j <;> fin_cases k <;> simp [ofVoigt, voigtIndex]

/-- If the tensors of a space are parametrised by `n` numbers that can be read off as `n` of
their components, the space has dimension `n`. -/
theorem finrank_of_components {n : ℕ} {f : (Fin n → ℝ) → Tensor} (S : Submodule ℝ Tensor)
    (c : Fin n → Fin 3 × Fin 3 × Fin 3) (hS : ∀ d, d ∈ S ↔ ∃ p, d = f p)
    (hf : ∀ p m, f p (c m).1 (c m).2.1 (c m).2.2 = p m) : Module.finrank ℝ S = n := by
  let g : S →ₗ[ℝ] (Fin n → ℝ) :=
    { toFun := fun d m => d.1 (c m).1 (c m).2.1 (c m).2.2
      map_add' := fun _ _ => rfl
      map_smul' := fun _ _ => rfl }
  have hg : Function.Bijective g := by
    constructor
    · rintro ⟨d, hd⟩ ⟨e, he⟩ h
      obtain ⟨p, rfl⟩ := (hS d).1 hd
      obtain ⟨q, rfl⟩ := (hS e).1 he
      have hpq : p = q :=
        funext fun m => (hf p m).symm.trans ((congrFun h m).trans (hf q m))
      subst hpq
      rfl
    · exact fun p => ⟨⟨f p, (hS _).2 ⟨p, rfl⟩⟩, funext (hf p)⟩
  rw [(LinearEquiv.ofBijective g hg).finrank_eq, Module.finrank_fin_fun]

/-- The second-harmonic tensors of classes 6mm, 32 and 422 form spaces of dimension 3, 2
and 1. -/
theorem finrank_invariants :
    Module.finrank ℝ (invariants class6mm) = 3 ∧ Module.finrank ℝ (invariants class32) = 2 ∧
    Module.finrank ℝ (invariants class422) = 1 :=
  ⟨finrank_of_components _ ![(0, 0, 2), (2, 0, 0), (2, 2, 2)] mem_class6mm
      (by intro p m; fin_cases m <;> rfl),
    finrank_of_components _ ![(0, 0, 0), (0, 1, 2)] mem_class32
      (by intro p m; fin_cases m <;> rfl),
    finrank_of_components _ ![(0, 1, 2)] mem_class422
      (by intro p m; fin_cases m; rfl)⟩

/-- Under Kleinman symmetry the dimensions for classes 6mm, 32 and 422 are 2, 1 and 0. -/
theorem finrank_kleinman :
    Module.finrank ℝ ↥(invariants class6mm ⊓ kleinman) = 2 ∧
    Module.finrank ℝ ↥(invariants class32 ⊓ kleinman) = 1 ∧
    Module.finrank ℝ ↥(invariants class422 ⊓ kleinman) = 0 := by
  refine ⟨?_, ?_, ?_⟩
  · refine finrank_of_components (f := fun q => ofVoigt
      !![0, 0, 0, 0, q 0, 0; 0, 0, 0, q 0, 0, 0; q 0, q 0, q 1, 0, 0, 0]) _
      ![(2, 0, 0), (2, 2, 2)] (fun d => ⟨fun hd => ?_, ?_⟩)
      (by intro p m; fin_cases m <;> rfl)
    · have hk : ∀ i j k, d i j k = d j i k := hd.2
      obtain ⟨p, rfl⟩ := (mem_class6mm d).1 hd.1
      have h : p 0 = p 1 := hk 0 2 0
      exact ⟨![p 1, p 2], by simp [h]⟩
    · rintro ⟨q, rfl⟩
      exact ⟨(mem_class6mm _).2 ⟨![q 0, q 0, q 1], by simp⟩, fun i j k => by
        fin_cases i <;> fin_cases j <;> fin_cases k <;> rfl⟩
  · refine finrank_of_components (f := fun q => ofVoigt
      !![q 0, -q 0, 0, 0, 0, 0; 0, 0, 0, 0, 0, -q 0; 0, 0, 0, 0, 0, 0]) _
      ![(0, 0, 0)] (fun d => ⟨fun hd => ?_, ?_⟩) (by intro p m; fin_cases m; rfl)
    · have hk : ∀ i j k, d i j k = d j i k := hd.2
      obtain ⟨p, rfl⟩ := (mem_class32 d).1 hd.1
      have h : p 1 = -p 1 := hk 0 1 2
      have h0 : p 1 = 0 := by linarith
      exact ⟨![p 0], by simp [h0]⟩
    · rintro ⟨q, rfl⟩
      exact ⟨(mem_class32 _).2 ⟨![q 0, 0], by simp⟩, fun i j k => by
        fin_cases i <;> fin_cases j <;> fin_cases k <;> rfl⟩
  · -- d_xyz = -d_yxz and d_xyz = d_yxz leave nothing
    have hbot : invariants class422 ⊓ kleinman = ⊥ := by
      rw [Submodule.eq_bot_iff]
      intro d hd
      have hk : ∀ i j k, d i j k = d j i k := hd.2
      obtain ⟨p, rfl⟩ := (mem_class422 d).1 hd.1
      have h : p 0 = -p 0 := hk 0 1 2
      have h0 : p 0 = 0 := by linarith
      funext i j k
      fin_cases i <;> fin_cases j <;> fin_cases k <;> simp [ofVoigt, voigtIndex, h0]
    rw [hbot, finrank_bot]

end

end SecondHarmonicTensors
```

```lean
#print axioms SecondHarmonicTensors.mem_class422
#print axioms SecondHarmonicTensors.finrank_invariants
#print axioms SecondHarmonicTensors.finrank_kleinman
```

```
'SecondHarmonicTensors.mem_class422' depends on axioms: [propext, Classical.choice, Quot.sound]
'SecondHarmonicTensors.finrank_invariants' depends on axioms: [propext, Classical.choice, Quot.sound]
'SecondHarmonicTensors.finrank_kleinman' depends on axioms: [propext, Classical.choice, Quot.sound]
```

## From component equations to dimensions

`zero_of_odd` is the sign rule, and `twofoldX_zeros` applies it to ten coefficients. `eq_ofVoigt` rebuilds a tensor from its 18 coefficients. In each `mem_class...` theorem, `congrFun` extracts single components of the invariance equation and `linarith` solves them; for 6mm and 32, `hq` supplies $s^2=\tfrac34$. The converse checks all 27 components by `fin_cases`.

`finrank_of_components` then turns a parametrisation into a dimension. Its map `g` goes from tensors to chosen components, so linearity holds by `rfl`, and the parametrisation `f` need not be shown linear. Since `hf` recovers every parameter from a component, `g` is bijective, and `LinearEquiv.ofBijective` yields the dimension. `finrank_kleinman` uses this twice; for 422 it shows that the intersection is zero.

## Quartz in a response calculation

For α-quartz, of class 32, an electronic-structure calculation of the real electric-dipole tensor at one frequency needs only $d_{xxx}$ and $d_{xyz}$. With the field in the $xy$ plane,

$$P_x\propto d_{xxx}(E_x^2-E_y^2),\qquad P_y\propto-2d_{xxx}E_xE_y,\qquad P_z=0.$$
